# For spins of one species, an ideal linear field gradient suppresses the sample average of coherences of nonzero order and leaves zero-quantum coherence unchanged

**A:** Let $F$ be diagonal with real quantum numbers $m_a$, and let a gradient of strength $k>0$ turn the state $\rho$ into $e^{-ikzF}\rho\,e^{ikzF}$ at height $z$. Averaged over a sample $0\le z\le L$ with $L>0$, every entry $\rho_{ab}$ with $m_a=m_b$ is unchanged, and every other entry is multiplied by a factor of modulus at most $2/(kL|m_a-m_b|)$. In this model no increase in $k$ removes zero-quantum coherence, which here means coherence between different states with $m_a=m_b$.

**Q:** Before I look at any code, show me where the factor comes from.

**A:** Since $F$ is diagonal, the left exponential multiplies row $a$ by $e^{-ikzm_a}$ and the right one multiplies column $b$ by $e^{ikzm_b}$. With the coherence order $\delta=m_a-m_b$,

$$\left(e^{-ikzF}\rho\,e^{ikzF}\right)_{ab}=e^{-ikz\delta}\rho_{ab}.$$

The average therefore multiplies $\rho_{ab}$ by the mean phase

$$f=\frac1L\int_0^L e^{-ikz\delta}\,dz .$$

If $\delta=0$, the integrand is 1 and $f=1$. In general, $-e^{-ikz\delta}$ has derivative $ik\delta\,e^{-ikz\delta}$, and integrating this from $0$ to $L$ gives

$$ikL\delta\,f=1-e^{-ikL\delta}.$$

The right side has modulus at most 2, so $|f|\le 2/(kL|\delta|)$ when $\delta\neq0$.

**Q:** That is the physics I know. My worry is that the formal version puts the phases in by definition and then proves something trivial about them.

**A:** It doesn't. The states are labelled by a finite type `n`, and the operator is an actual matrix.

```lean
import Mathlib

open Filter Topology

namespace GradientPurging

noncomputable section

variable {n : Type*} [Fintype n] [DecidableEq n]

/-- The diagonal operator `F` with real quantum numbers `m a`. -/
def totalF (m : n → ℝ) : Matrix n n ℂ :=
  Matrix.diagonal fun a => (m a : ℂ)
```

The slice state is then built from genuine matrix exponentials, so the phases have to be derived.

```lean
/-- The state `exp(-ikzF) ρ exp(ikzF)` of the slice at height `z` after a gradient of
strength `k`. -/
def sliceState (m : n → ℝ) (ρ : Matrix n n ℂ) (k z : ℝ) : Matrix n n ℂ :=
  NormedSpace.exp ((-(Complex.I * k * z)) • totalF m) * ρ *
    NormedSpace.exp ((Complex.I * k * z) • totalF m)
```

**Q:** What are $k$ and $z$ in the laboratory?

**A:** $z$ is the position along the gradient. For spins of one nuclear species, $F$ is the total $z$ component of spin in units of $\hbar$, and $k$ is the gyromagnetic ratio times the field gradient times the pulse duration, a phase per unit length. The sign in the exponent is a convention; reversing it conjugates $f$ and leaves its modulus alone. Because the $m_a$ may be any real numbers, different species can be described by weighting each spin with its relative gyromagnetic ratio. "Zero-quantum" then means equal weighted sums, which differs from the usual heteronuclear meaning: a proton–carbon flip-flop coherence, for example, is zero-quantum in the usual sense but is dephased here.

**Q:** And the average over the sample?

**A:** It is an ordinary integral for each matrix entry, divided by $L$. The mean phase and the zero-quantum part of $\rho$ get definitions of their own.

```lean
/-- The mean of the slice states over a sample `0 ≤ z ≤ L`, entry by entry, for `L > 0`. -/
def gradientAverage (m : n → ℝ) (ρ : Matrix n n ℂ) (k L : ℝ) : Matrix n n ℂ :=
  Matrix.of fun a b => (1 / L : ℂ) * ∫ z in (0 : ℝ)..L, sliceState m ρ k z a b

/-- The mean over `0 ≤ z ≤ L` of the phase `exp(-ikzδ)` of a coherence of order `δ`,
for `L > 0`. -/
def dephasingFactor (k L δ : ℝ) : ℂ :=
  (1 / L : ℂ) * ∫ z in (0 : ℝ)..L, Complex.exp (-(Complex.I * k * z * δ))

/-- The zero-quantum part of `ρ`: the entries between states of equal quantum number. -/
def zeroQuantumPart (m : n → ℝ) (ρ : Matrix n n ℂ) : Matrix n n ℂ :=
  Matrix.of fun a b => if m a = m b then ρ a b else 0
```

The zero-quantum part keeps the populations as well as the coherences between different states of equal quantum number. Nothing requires `ρ` to be Hermitian, positive or of unit trace, so the results hold for density matrices and equally for single operator terms.

**Q:** Then where are the phases derived?

**A:** Here. The step `hexp` exponentiates the diagonal matrix entry by entry, and `hphase` splits $e^{-ikz(m_a-m_b)}$ into the row phase and the column phase. Multiplication by the two diagonal matrices does the rest.

```lean
/-- In the slice at height `z` the entry `ρ a b` has acquired the phase
`exp(-ikz(m a - m b))`. -/
theorem sliceState_apply (m : n → ℝ) (ρ : Matrix n n ℂ) (k z : ℝ) (a b : n) :
    sliceState m ρ k z a b =
      Complex.exp (-(Complex.I * k * z * ((m a - m b : ℝ) : ℂ))) * ρ a b := by
  -- the exponential of a diagonal matrix is taken entry by entry
  have hexp : ∀ c : ℂ, NormedSpace.exp (c • totalF m) =
      Matrix.diagonal fun a => Complex.exp (c * m a) := by
    intro c
    have hc : c • totalF m = Matrix.diagonal fun a => c * (m a : ℂ) := by
      ext i j
      by_cases h : i = j
      · subst h
        simp [totalF]
      · simp [totalF, h]
    rw [hc, Matrix.exp_diagonal, Pi.exp_def, Complex.exp_eq_exp_ℂ]
  have hphase : Complex.exp (-(Complex.I * k * z * ((m a - m b : ℝ) : ℂ))) =
      Complex.exp (-(Complex.I * k * z) * m a) * Complex.exp (Complex.I * k * z * m b) := by
    rw [← Complex.exp_add]
    congr 1
    push_cast
    ring
  rw [sliceState, hexp, hexp, Matrix.mul_diagonal, Matrix.diagonal_mul, hphase]
  ring
```

The next lemma pulls the constant $\rho_{ab}$ out of the integral, which leaves the dephasing factor in front.

```lean
/-- Averaging over the sample multiplies each entry of `ρ` by the dephasing factor of its
coherence order. -/
theorem gradientAverage_apply (m : n → ℝ) (ρ : Matrix n n ℂ) (k L : ℝ) (a b : n) :
    gradientAverage m ρ k L a b = dephasingFactor k L (m a - m b) * ρ a b := by
  simp only [gradientAverage, Matrix.of_apply, sliceState_apply,
    intervalIntegral.integral_mul_const, dephasingFactor]
  ring
```

**Q:** I would have integrated the exponential directly and divided by $ik\delta$. What happens at $\delta=0$?

**A:** The identity is stated in its multiplied form, so $\delta=0$ needs no special treatment. `hd` is the derivative I wrote above, and `key` is its integral over the sample. What remains is to cancel $L$ against $1/L$; at $L=0$ both sides are zero.

```lean
/-- The dephasing factor `f` obeys `ikLδ f = 1 - exp(-ikLδ)`. -/
theorem dephasingFactor_identity (k L δ : ℝ) :
    Complex.I * k * L * δ * dephasingFactor k L δ =
      1 - Complex.exp (-(Complex.I * k * L * δ)) := by
  have hd : ∀ z : ℝ, HasDerivAt (fun z : ℝ => -Complex.exp (-(Complex.I * k * z * δ)))
      (Complex.I * k * δ * Complex.exp (-(Complex.I * k * z * δ))) z := by
    intro z
    have h0 : HasDerivAt (fun y : ℝ => (y : ℂ)) 1 z := by
      simpa using (hasDerivAt_id z).ofReal_comp
    have h1 := ((h0.const_mul (Complex.I * k)).mul_const (δ : ℂ)).fun_neg
    exact h1.cexp.fun_neg.congr_deriv (by ring)
  -- integrate the derivative over the sample
  have key : ∫ z in (0 : ℝ)..L, Complex.I * k * δ * Complex.exp (-(Complex.I * k * z * δ)) =
      1 - Complex.exp (-(Complex.I * k * L * δ)) := by
    rw [intervalIntegral.integral_eq_sub_of_hasDerivAt (fun z _ => hd z)
      (Continuous.intervalIntegrable (by fun_prop) _ _)]
    simp only [Complex.ofReal_zero, mul_zero, zero_mul, neg_zero, Complex.exp_zero]
    ring
  rw [intervalIntegral.integral_const_mul] at key
  by_cases hL : L = 0
  · subst hL
    simp
  · have hc : (L : ℂ) * (1 / L) = 1 := mul_one_div_cancel (Complex.ofReal_ne_zero.2 hL)
    calc _ = ((L : ℂ) * (1 / L)) * (Complex.I * k * δ *
          ∫ z in (0 : ℝ)..L, Complex.exp (-(Complex.I * k * z * δ))) := by
          rw [dephasingFactor]
          ring
      _ = _ := by rw [hc, one_mul, key]
```

**Q:** So the bound is just the modulus of that line?

**A:** Yes. Taking norms turns the left side into $kL|\delta||f|$. In the proof, `he` says that the phase has modulus 1, and `h2` is the triangle inequality $|1-e^{-ikL\delta}|\le 1+1$. Dividing by the positive number $kL|\delta|$ finishes it.

```lean
/-- For `k, L > 0` a coherence of nonzero order `δ` is scaled by a factor of modulus at most
`2/(kL|δ|)`. -/
theorem norm_dephasingFactor_le {k L δ : ℝ} (hk : 0 < k) (hL : 0 < L) (hδ : δ ≠ 0) :
    ‖dephasingFactor k L δ‖ ≤ 2 / (k * L * |δ|) := by
  have h := congrArg norm (dephasingFactor_identity k L δ)
  simp only [norm_mul, Complex.norm_I, one_mul, Complex.norm_real, Real.norm_eq_abs,
    abs_of_pos hk, abs_of_pos hL] at h
  have he : ‖Complex.exp (-(Complex.I * k * L * δ))‖ = 1 := by
    rw [show -(Complex.I * k * L * δ) = ((-(k * L * δ) : ℝ) : ℂ) * Complex.I by
      push_cast; ring]
    exact Complex.norm_exp_ofReal_mul_I _
  have h2 := norm_sub_le (1 : ℂ) (Complex.exp (-(Complex.I * k * L * δ)))
  rw [he, norm_one] at h2
  rw [le_div_iff₀ (by positivity)]
  linarith
```

**Q:** A bound of 2 over something small tells me nothing.

**A:** Correct: an average of phases has modulus at most 1 anyway, so the bound is informative only when $kL|\delta|>2$. It is still the right constant for an estimate of this form. At $kL\delta=\pi$ the exponential equals $-1$, the right side of the identity equals 2, and the modulus of $f$ is exactly $2/\pi$.

```lean
/-- The bound is attained: for `k, L > 0` and `kLδ = π` the factor has modulus exactly
`2/(kL|δ|)`. -/
theorem norm_dephasingFactor_sharp {k L δ : ℝ} (hk : 0 < k) (hL : 0 < L)
    (h : k * L * δ = Real.pi) : ‖dephasingFactor k L δ‖ = 2 / (k * L * |δ|) := by
  have hδ : δ ≠ 0 := by
    rintro rfl
    exact Real.pi_ne_zero (by linarith)
  have hx : Complex.I * k * L * δ = (Real.pi : ℂ) * Complex.I := by
    rw [← h]
    push_cast
    ring
  have hi := dephasingFactor_identity k L δ
  have h2 : (1 : ℂ) - Complex.exp (-(Complex.I * k * L * δ)) = 2 := by
    rw [hx, Complex.exp_neg, Complex.exp_pi_mul_I]
    norm_num
  have hn := congrArg norm (hi.trans h2)
  simp only [norm_mul, Complex.norm_I, one_mul, Complex.norm_real, Real.norm_eq_abs,
    abs_of_pos hk, abs_of_pos hL, Complex.norm_ofNat] at hn
  rw [eq_div_iff (by positivity)]
  linarith
```

**Q:** Could some other order slip through untouched at a special gradient strength, by a refocusing accident?

**A:** No. Put $x=kL\delta$ and suppose $f=1$. The identity becomes $ix=1-e^{-ix}$. Its real part gives $\cos x=1$ and its imaginary part gives $x=\sin x$. From $\cos x=1$ and $\sin^2x+\cos^2x=1$ we get $\sin x=0$, so $x=0$, and $\delta=0$ because $k$ and $L$ are positive. The code takes the same two parts as `hre` and `him`, and `nlinarith` combines them with the Pythagorean identity.

```lean
/-- For `k, L > 0` the dephasing factor equals one exactly for coherence order zero. -/
theorem dephasingFactor_eq_one_iff {k L δ : ℝ} (hk : 0 < k) (hL : 0 < L) :
    dephasingFactor k L δ = 1 ↔ δ = 0 := by
  constructor
  · intro hf
    have h := dephasingFactor_identity k L δ
    rw [hf, mul_one, show Complex.I * k * L * δ = ((k * L * δ : ℝ) : ℂ) * Complex.I by
      push_cast; ring, ← neg_mul, ← Complex.ofReal_neg] at h
    -- real part: cos x = 1; imaginary part: sin x = x
    have hre := congrArg Complex.re h
    have him := congrArg Complex.im h
    simp only [Complex.sub_re, Complex.one_re, Complex.exp_ofReal_mul_I_re,
      Complex.re_ofReal_mul, Complex.I_re, mul_zero, Real.cos_neg] at hre
    simp only [Complex.sub_im, Complex.one_im, Complex.exp_ofReal_mul_I_im,
      Complex.im_ofReal_mul, Complex.I_im, mul_one, Real.sin_neg] at him
    have hx : k * L * δ = 0 := by
      nlinarith [Real.sin_sq_add_cos_sq (k * L * δ)]
    simpa [hk.ne', hL.ne'] using hx
  · rintro rfl
    simp [dephasingFactor, hL.ne']
```

At $k=0$ every order has $f=1$, so $k\ge0$ would be too weak an assumption for this equivalence.

**Q:** Now show me the statement you opened with.

**A:** It has two clauses. The first covers `m a = m b` and says that the averaged entry equals `ρ a b`. The second covers `m a ≠ m b` and gives both the multiplication by the factor and the bound on its modulus. The factor depends on the states only through `m a - m b`, since that is the only argument through which they enter `dephasingFactor`. The proof assembles the lemmas above.

```lean
/-- Gradient purging: for `k, L > 0` the average leaves entries with `m a = m b` unchanged and
multiplies the others by factors of modulus at most `2/(kL|m a - m b|)`. -/
theorem gradient_purging (m : n → ℝ) (ρ : Matrix n n ℂ) {k L : ℝ} (hk : 0 < k) (hL : 0 < L) :
    (∀ a b, m a = m b → gradientAverage m ρ k L a b = ρ a b) ∧
    (∀ a b, m a ≠ m b →
      gradientAverage m ρ k L a b = dephasingFactor k L (m a - m b) * ρ a b ∧
      ‖dephasingFactor k L (m a - m b)‖ ≤ 2 / (k * L * |m a - m b|)) := by
  refine ⟨fun a b h => ?_, fun a b h => ⟨gradientAverage_apply m ρ k L a b,
    norm_dephasingFactor_le hk hL (sub_ne_zero.2 h)⟩⟩
  rw [gradientAverage_apply, (dephasingFactor_eq_one_iff hk hL).2 (sub_eq_zero.2 h), one_mul]
```

**Q:** That is for one fixed $k$. You also said that stronger gradients don't help.

**A:** The first clause holds for every $k>0$, which already settles the zero-quantum entries. For the whole matrix there is a limit: with $L$ fixed and $k\to\infty$, each entry tends to the corresponding entry of the zero-quantum part. If $m_a=m_b$, the entry is constant for $k>0$. Otherwise $f$ is squeezed to zero by $2/(kL|m_a-m_b|)$.

```lean
/-- For `L > 0` and ever stronger gradients, each entry of the averaged state tends to that of
the zero-quantum part of `ρ`. -/
theorem strong_gradient_limit (m : n → ℝ) (ρ : Matrix n n ℂ) {L : ℝ} (hL : 0 < L) (a b : n) :
    Tendsto (fun k => gradientAverage m ρ k L a b) atTop (𝓝 (zeroQuantumPart m ρ a b)) := by
  by_cases h : m a = m b
  · have hz : zeroQuantumPart m ρ a b = ρ a b := by simp [zeroQuantumPart, h]
    rw [hz]
    refine tendsto_const_nhds.congr' ?_
    filter_upwards [eventually_gt_atTop (0 : ℝ)] with k hk
    exact ((gradient_purging m ρ hk hL).1 a b h).symm
  · have hz : zeroQuantumPart m ρ a b = 0 := by simp [zeroQuantumPart, h]
    have hδ : 0 < |m a - m b| := abs_pos.2 (sub_ne_zero.2 h)
    have hf : Tendsto (fun k => dephasingFactor k L (m a - m b)) atTop (𝓝 0) := by
      refine squeeze_zero_norm' (a := fun k => 2 / (k * L * |m a - m b|)) ?_ ?_
      · filter_upwards [eventually_gt_atTop (0 : ℝ)] with k hk
        exact norm_dephasingFactor_le hk hL (sub_ne_zero.2 h)
      · exact ((tendsto_id.atTop_mul_const hL).atTop_mul_const hδ).const_div_atTop 2
    simp only [gradientAverage_apply, hz]
    simpa using hf.mul_const (ρ a b)
```

**Q:** Can I recognise the surviving states without looking at entries?

**A:** They are the ones that commute with $F$. In components, $F\rho=\rho F$ reads $(m_a-m_b)\rho_{ab}=0$. If the gradient leaves $\rho$ unchanged, each nonzero $\rho_{ab}$ must have $f=1$, hence $m_a=m_b$, and $\rho$ commutes with $F$. Conversely, if $\rho$ commutes with $F$, its entries between unequal quantum numbers vanish and the others are untouched. The proof makes exactly these case distinctions, and one positive $k$ is enough for the test.

```lean
/-- For `k, L > 0` a state passes the gradient unchanged exactly when it commutes with `F`. -/
theorem gradientAverage_eq_self_iff (m : n → ℝ) (ρ : Matrix n n ℂ) {k L : ℝ}
    (hk : 0 < k) (hL : 0 < L) :
    gradientAverage m ρ k L = ρ ↔ totalF m * ρ = ρ * totalF m := by
  constructor
  · intro h
    ext a b
    have hab := congrFun (congrFun h a) b
    rw [gradientAverage_apply] at hab
    rw [totalF, Matrix.diagonal_mul, Matrix.mul_diagonal]
    by_cases hρ : ρ a b = 0
    · simp [hρ]
    · have hf := mul_right_cancel₀ hρ (hab.trans (one_mul _).symm)
      rw [sub_eq_zero.1 ((dephasingFactor_eq_one_iff hk hL).1 hf), mul_comm]
  · intro h
    ext a b
    have hab := congrFun (congrFun h a) b
    rw [totalF, Matrix.diagonal_mul, Matrix.mul_diagonal] at hab
    by_cases hm : m a = m b
    · exact (gradient_purging m ρ hk hL).1 a b hm
    · -- between different quantum numbers a commuting state has no coherence
      have h0 : ((m a : ℂ) - m b) * ρ a b = 0 := by linear_combination hab
      have hne : (m a : ℂ) - m b ≠ 0 :=
        sub_ne_zero.2 fun h' => hm (Complex.ofReal_injective h')
      rw [gradientAverage_apply, (mul_eq_zero.1 h0).resolve_left hne, mul_zero]
```

**Q:** Give me a case I would meet at the spectrometer.

**A:** Take two spins 1/2 of the same species, with product states ordered so that $m=1,0,0,-1$. Lean counts from zero, so states 1 and 2 are the two with one spin up and one down. A flip-flop coherence of any complex amplitude $c$ between them comes through unchanged. The proof checks that the matrix commutes with $F$ and applies the previous theorem.

```lean
/-- Two spins 1/2 with quantum numbers `1, 0, 0, -1`: for `k, L > 0` a coherence of any
amplitude `c` between the two states with `m = 0` is left unchanged. -/
theorem two_spin_zero_quantum (c : ℂ) {k L : ℝ} (hk : 0 < k) (hL : 0 < L) :
    gradientAverage ![1, 0, 0, -1] (Matrix.single (1 : Fin 4) (2 : Fin 4) c) k L =
      Matrix.single 1 2 c := by
  rw [gradientAverage_eq_self_iff _ _ hk hL]
  ext i j
  rw [totalF, Matrix.diagonal_mul, Matrix.mul_diagonal]
  fin_cases i <;> fin_cases j <;> simp [Matrix.single]

end

end GradientPurging
```

```lean
#print axioms GradientPurging.norm_dephasingFactor_sharp
#print axioms GradientPurging.strong_gradient_limit
#print axioms GradientPurging.two_spin_zero_quantum
```

```
'GradientPurging.norm_dephasingFactor_sharp' depends on axioms: [propext, Classical.choice, Quot.sound]
'GradientPurging.strong_gradient_limit' depends on axioms: [propext, Classical.choice, Quot.sound]
'GradientPurging.two_spin_zero_quantum' depends on axioms: [propext, Classical.choice, Quot.sound]
```

The matrix in this example has a single nonzero entry and is one half of a Hermitian coherence. For the full density matrix, the first clause of `gradient_purging` treats both halves at once.

**Q:** What has been idealised away?

**A:** The gradient is linear, the sample is uniform along $z$, and every slice starts in the same $\rho$ and counts equally in the signal. During the pulse there is no chemical shift evolution, coupling, relaxation or diffusion. The spin space is finite-dimensional. A real zero-quantum coherence can therefore still evolve or decay during the pulse, through effects that the model leaves out.

**Q:** And what should I take from it when I design a pulse sequence?

**A:** Within this ideal model, a purging gradient can be made strong enough to push the sample average of any given nonzero order below a chosen threshold, while unwanted zero-quantum terms have to be dealt with by some other element of the sequence. The suppressed coherences are dephased across the sample, not destroyed: in each slice they keep their modulus, so a later gradient can rephase them.
